# Effective masses at a two-wave band gap: inverse mass ratios 1 ± E_P/E_g

Two plane waves coupled by a nonzero real Fourier component V of a lattice potential form two bands,

E±(k) = g² + k² ± √(4g²k² + V²),

whose second derivatives at k = 0 are 2 ± 4g²/|V|. The gap there is E_g = 2|V|, and the ratios of free-electron mass to effective mass are

m/m* = 1 ± E_P/E_g, with E_P = 4g².

Here E_P is the Kane energy, defined through the momentum matrix element between the two band-edge states. Units are ħ²/2m = 1, so a free electron has energy k² and curvature 2. The wavevector k is measured from the zone boundary, and the two waves have wavevectors k + g and k − g, which differ by the reciprocal lattice vector 2g. The sign of g plays no role, so the theorems take any real g.

```lean
import Mathlib

open Matrix

namespace TwoWaveEffectiveMass

noncomputable section
```

## The Hamiltonian, its bands and the quantities at the gap

In the basis of the two waves the diagonal entries are kinetic energies and the off-diagonal entry is V:

H(k) = [ (k + g)², V ; V, (k − g)² ].

This is `twoWaveH g V k`. It is a one-dimensional, non-interacting, spinless model. The average potential is set to zero, and all other plane waves are left out. Near k = 0 this is reasonable when their coupling to the two waves is small compared with their distance in energy, and the second-order coupling through them is small compared with |V|.

```lean
/-- Two-wave Hamiltonian in units ħ²/2m = 1: plane waves of wavevector `k + g` and `k - g`
coupled by the Fourier component `V` of the lattice potential. -/
def twoWaveH (g V k : ℝ) : Matrix (Fin 2) (Fin 2) ℝ :=
  !![(k + g) ^ 2, V; V, (k - g) ^ 2]
```

At k = 0 the waves carry momenta +g and −g in units of ħ, so the momentum operator is

P = diag(g, −g).

```lean
/-- Momentum operator (in units of ħ) at the zone boundary, in the basis of the two waves. -/
def momentum (g : ℝ) : Matrix (Fin 2) (Fin 2) ℝ := !![g, 0; 0, -g]
```

The square root in the bands gets its own name. It is half the separation of the bands:

s(k) = √(4g²k² + V²).

```lean
/-- Half the energy separation of the two bands at wavevector `k`. -/
def halfSplit (g V k : ℝ) : ℝ := √(4 * g ^ 2 * k ^ 2 + V ^ 2)
```

Both bands are then written with one formula and a sign σ:

E_σ(k) = g² + k² + σ s(k).

Lean lets σ be any real number; the physical values are 1 for the upper band and −1 for the lower.

```lean
/-- The two bands: `σ = 1` is the upper one and `σ = -1` the lower one. -/
def band (g V σ k : ℝ) : ℝ := g ^ 2 + k ^ 2 + σ * halfSplit g V k
```

The gap is defined as a difference of band energies, not as 2|V|:

E_g = E₊(0) − E₋(0).

```lean
/-- Energy gap between the two bands at `k = 0`. -/
def gap (g V : ℝ) : ℝ := band g V 1 0 - band g V (-1) 0
```

At k = 0 the two waves are degenerate, and V mixes them with equal weight. With u = V/|V|, the sign of V, the normalised states are

ψ_σ = (1, σu)/√2.

```lean
/-- Band-edge state at `k = 0`, for the upper (`σ = 1`) or lower (`σ = -1`) band. -/
def edgeState (V σ : ℝ) : Fin 2 → ℝ := ![(√2)⁻¹, σ * (V / |V|) * (√2)⁻¹]
```

The Kane energy is 2p²/m, where p is the momentum matrix element between the band-edge states. In the present units this reads

E_P = 4 (ψ₊ · Pψ₋)².

It measures how strongly the k·p coupling connects the two edges. The Kane model of real semiconductors has several valence bands and spin–orbit coupling; the two-state problem here shares with it this energy scale, not that band structure.

```lean
/-- Kane energy: four times the squared momentum matrix element between the band-edge
states, which is 2p²/m in units ħ²/2m = 1. -/
def kaneEnergy (g V : ℝ) : ℝ :=
  4 * (edgeState V 1 ⬝ᵥ (momentum g *ᵥ edgeState V (-1))) ^ 2
```

The inverse mass ratio is the band curvature divided by the free-electron value:

m/m*_σ = E_σ″(0)/2.

```lean
/-- Ratio of the free-electron mass to the effective mass at `k = 0`: the band curvature
divided by the curvature 2 of the free dispersion `k²`. -/
def inverseMass (g V σ : ℝ) : ℝ := deriv (deriv (band g V σ)) 0 / 2
```

## From k·p form to band energies

Expanding (k ± g)² = g² ± 2gk + k² separates the Hamiltonian into three parts:

H(k) = H(0) + 2kP + k².

The middle term is the k·p coupling ħkp/m in these units. Lean checks the identity entry by entry.

```lean
/-- The two-wave Hamiltonian is its value at `k = 0` plus the k·p coupling and the free
kinetic energy. -/
theorem kp_expansion (g V k : ℝ) :
    twoWaveH g V k = twoWaveH g V 0 + (2 * k) • momentum g
      + k ^ 2 • (1 : Matrix (Fin 2) (Fin 2) ℝ) := by
  ext i j
  fin_cases i <;> fin_cases j <;> simp [twoWaveH, momentum] <;> ring
```

For the eigenvalues, put a = E − g² − k². The characteristic determinant is

(a − 2gk)(a + 2gk) − V² = a² − (4g²k² + V²) = a² − s² = (a − s)(a + s),

and the two factors are E − E₊(k) and E − E₋(k). The proof writes out the 2 × 2 determinant, and the only fact it needs beyond algebra is `hs`, which says s² = 4g²k² + V².

```lean
/-- The characteristic determinant of the two-wave Hamiltonian factorises into the two bands. -/
theorem det_eq_bands (g V k E : ℝ) :
    (E • (1 : Matrix (Fin 2) (Fin 2) ℝ) - twoWaveH g V k).det
      = (E - band g V 1 k) * (E - band g V (-1) k) := by
  have hs : halfSplit g V k ^ 2 = 4 * g ^ 2 * k ^ 2 + V ^ 2 :=
    Real.sq_sqrt (by positivity)
  have key : E • (1 : Matrix (Fin 2) (Fin 2) ℝ) - twoWaveH g V k
      = !![E - (k + g) ^ 2, -V; -V, E - (k - g) ^ 2] := by
    ext i j
    fin_cases i <;> fin_cases j <;> simp [twoWaveH]
  rw [key, Matrix.det_fin_two_of]
  unfold band
  linear_combination hs
```

## Two derivatives of the square root

Since V ≠ 0, the expression under the root is positive at every k, and the chain rule gives

s′(k) = 8g²k / (2s(k)) = 4g²k / s(k).

For V = 0 and g ≠ 0 the root would be 2|gk|, which has a corner at k = 0, so E± have no second derivative there: two free-electron parabolas cross at that point. In Lean, `hpos` supplies the positivity and `h1.sqrt` is the chain rule.

```lean
/-- Rate of change of half the band separation with wavevector. -/
theorem halfSplit_hasDerivAt (g : ℝ) {V : ℝ} (hV : V ≠ 0) (k : ℝ) :
    HasDerivAt (halfSplit g V) (4 * g ^ 2 * k / halfSplit g V k) k := by
  have hpos : 0 < 4 * g ^ 2 * k ^ 2 + V ^ 2 := by positivity
  have hsq : HasDerivAt (fun x : ℝ => x ^ 2) (2 * k) k := by
    simpa using hasDerivAt_pow 2 k
  have h1 : HasDerivAt (fun x : ℝ => 4 * g ^ 2 * x ^ 2 + V ^ 2) (2 * (4 * g ^ 2 * k)) k :=
    ((hsq.const_mul (4 * g ^ 2)).add_const (V ^ 2)).congr_deriv (by ring)
  have h2 := h1.sqrt hpos.ne'
  rw [mul_div_mul_left _ _ (by norm_num : (2 : ℝ) ≠ 0)] at h2
  exact h2
```

At the band edge the root reduces to

s(0) = √(V²) = |V|.

```lean
/-- At `k = 0` half the band separation is `|V|`. -/
theorem halfSplit_zero (g V : ℝ) : halfSplit g V 0 = |V| := by
  simp [halfSplit, Real.sqrt_sq_eq_abs]
```

The slope of a band at every k is therefore

E_σ′(k) = 2k + σ · 4g²k/s(k).

Differentiating once more at k = 0 with the quotient rule,

E_σ″(0) = 2 + σ · [4g² s(0) − 0 · s′(0)] / s(0)² = 2 + σ · 4g²/|V|.

The Lean proof follows the same order: `hd` establishes the slope as a function of k, and `fun_div` is the quotient rule. By `halfSplit_hasDerivAt` the slope exists at every k, and the theorem states that this slope is differentiable at 0 with the given derivative. Together these make the double `deriv` inside `inverseMass` a true curvature and not a product of Lean's default value of zero.

```lean
/-- The second derivatives of the bands at `k = 0` are `2 ± 4g²/|V|`. -/
theorem band_curvature (g : ℝ) {V : ℝ} (hV : V ≠ 0) (σ : ℝ) :
    HasDerivAt (deriv (band g V σ)) (2 + σ * (4 * g ^ 2 / |V|)) 0 := by
  have hV' : |V| ≠ 0 := abs_ne_zero.mpr hV
  have h0 := halfSplit_zero g V
  -- the slope of the band at every wavevector
  have hd : deriv (band g V σ)
      = fun k => 2 * k + σ * (4 * g ^ 2 * k / halfSplit g V k) := by
    funext k
    have hsq : HasDerivAt (fun x : ℝ => x ^ 2) (2 * k) k := by
      simpa using hasDerivAt_pow 2 k
    have h : HasDerivAt (band g V σ)
        (2 * k + σ * (4 * g ^ 2 * k / halfSplit g V k)) k :=
      (hsq.const_add (g ^ 2)).fun_add ((halfSplit_hasDerivAt g hV k).const_mul σ)
    exact h.deriv
  rw [hd]
  -- differentiate the slope once more at the band edge
  have hlin : ∀ c : ℝ, HasDerivAt (fun k : ℝ => c * k) c 0 := fun c =>
    ((hasDerivAt_id (0 : ℝ)).const_mul c).congr_deriv (mul_one c)
  have h := (hlin 2).fun_add (((hlin (4 * g ^ 2)).fun_div
    (halfSplit_hasDerivAt g hV 0) (by rw [h0]; exact hV')).const_mul σ)
  refine h.congr_deriv ?_
  simp only [h0, mul_zero, sub_zero, zero_div]
  field_simp
```

## Band-edge states and the momentum matrix element

The states ψ_σ must be shown to belong to the bands. Using Vu = |V|, |V|u = V, u² = 1 and σ² = 1,

H(0)(1, σu) = (g² + σ|V|, V + g²σu) = (g² + σ|V|)(1, σu).

The eigenvalue is E_σ(0), and the squared norm is (1 + σ²u²)/2 = 1. The Lean proof names the same three identities for u as `hu`, `hw` and `hu2`, replaces V/|V| and 1/√2 by letters, and finishes each component by a linear combination of these facts.

```lean
/-- The band-edge states are normalised eigenstates of the Hamiltonian at `k = 0`, with the
band energies as eigenvalues. -/
theorem edgeState_eigen (g : ℝ) {V σ : ℝ} (hV : V ≠ 0) (hσ : σ ^ 2 = 1) :
    twoWaveH g V 0 *ᵥ edgeState V σ = band g V σ 0 • edgeState V σ
      ∧ edgeState V σ ⬝ᵥ edgeState V σ = 1 := by
  have hV' : |V| ≠ 0 := abs_ne_zero.mpr hV
  have hb : band g V σ 0 = g ^ 2 + σ * |V| := by simp [band, halfSplit_zero]
  have hr : ((√2)⁻¹ : ℝ) ^ 2 = 1 / 2 := by
    rw [inv_pow, Real.sq_sqrt (by norm_num)]; norm_num
  have hu : V * (V / |V|) = |V| := by
    rw [← mul_div_assoc, ← abs_mul_abs_self V, mul_self_div_self]
  have hw : |V| * (V / |V|) = V := by field_simp
  have hu2 : (V / |V|) ^ 2 = 1 := by
    rw [div_pow, sq_abs, div_self (pow_ne_zero 2 hV)]
  rw [hb]
  simp only [edgeState]
  generalize V / |V| = u at hu hw hu2 ⊢
  generalize ((√2)⁻¹ : ℝ) = r at hr ⊢
  constructor
  · ext i
    fin_cases i
    · simp [twoWaveH, Matrix.mulVec, dotProduct, Fin.sum_univ_two]
      linear_combination σ * r * hu
    · simp [twoWaveH, Matrix.mulVec, dotProduct, Fin.sum_univ_two]
      linear_combination (-(r * |V| * u)) * hσ - r * hw
  · simp [dotProduct, Fin.sum_univ_two]
    linear_combination 2 * hr + r ^ 2 * u ^ 2 * hσ + r ^ 2 * hu2
```

The momentum operator reverses the sign of the second component, which turns the lower state into a multiple of the upper one:

ψ₊ · Pψ₋ = ½ (1, u) · (g, gu) = ½ (g + gu²) = g.

```lean
/-- The momentum matrix element between the two band-edge states is `g`. -/
theorem momentum_matrix_element (g : ℝ) {V : ℝ} (hV : V ≠ 0) :
    edgeState V 1 ⬝ᵥ (momentum g *ᵥ edgeState V (-1)) = g := by
  have hr : ((√2)⁻¹ : ℝ) ^ 2 = 1 / 2 := by
    rw [inv_pow, Real.sq_sqrt (by norm_num)]; norm_num
  have hu2 : (V / |V|) ^ 2 = 1 := by
    rw [div_pow, sq_abs, div_self (pow_ne_zero 2 hV)]
  simp only [edgeState]
  generalize V / |V| = u at hu2 ⊢
  generalize ((√2)⁻¹ : ℝ) = r at hr ⊢
  simp [momentum, Matrix.mulVec, dotProduct, Fin.sum_univ_two]
  linear_combination 2 * g * hr + g * r ^ 2 * hu2
```

## The Kane formula for both masses

The matrix element gives E_P = 4g², and s(0) = |V| gives E_g = 2|V|. Half the curvature is then

m/m*_± = 1 ± 2g²/|V| = 1 ± 4g²/(2|V|) = 1 ± E_P/E_g.

The same numbers come from second-order perturbation theory in 2kP: the diagonal elements of P in the edge states vanish, and the remaining coupling shifts the levels by ±(2kg)²/E_g = ±k²E_P/E_g. The theorem below instead rests on the exact bands, through `band_curvature`, and joins the four statements in one conjunction.

```lean
/-- The Kane energy is `4g²`, the gap is `2|V|`, and the inverse mass ratios of the upper and
lower band are one plus and one minus the Kane energy over the gap. -/
theorem inverseMass_kane (g : ℝ) {V : ℝ} (hV : V ≠ 0) :
    kaneEnergy g V = 4 * g ^ 2 ∧ gap g V = 2 * |V|
      ∧ inverseMass g V 1 = 1 + kaneEnergy g V / gap g V
      ∧ inverseMass g V (-1) = 1 - kaneEnergy g V / gap g V := by
  have hV' : |V| ≠ 0 := abs_ne_zero.mpr hV
  have hK : kaneEnergy g V = 4 * g ^ 2 := by
    rw [kaneEnergy, momentum_matrix_element g hV]
  have hG : gap g V = 2 * |V| := by
    simp only [gap, band, halfSplit_zero]; ring
  have hhalf : 4 * g ^ 2 / (2 * |V|) = 4 * g ^ 2 / |V| / 2 := by
    rw [div_div, mul_comm |V| 2]
  refine ⟨hK, hG, ?_, ?_⟩
  · rw [inverseMass, (band_curvature g hV 1).deriv, hK, hG, hhalf]; ring
  · rw [inverseMass, (band_curvature g hV (-1)).deriv, hK, hG, hhalf]; ring
```

As a numerical instance take g = 1 and V = −0.2. Then E_g = 0.4 and E_P = 4, so E_P/E_g = 10. The inverse mass ratios are 11 and −9, the curvatures 22 and −18, and the effective masses m/11 and −m/9. Because V is negative, the upper edge state is (1, −1)/√2.

## When the lower band has negative mass

Since E_g > 0,

1 − E_P/E_g < 0 exactly when E_g < E_P.

In the weak-potential regime, |V| much smaller than g², this condition is met, and the top of the lower band is hole-like. At E_g = E_P the inverse mass vanishes. The theorems also allow g = 0, where the formulas give both bands the free mass; this is only a formal case, since the two plane waves then coincide.

```lean
/-- The lower band has a negative effective mass at `k = 0` exactly when the gap is smaller
than the Kane energy. -/
theorem lower_mass_neg_iff (g : ℝ) {V : ℝ} (hV : V ≠ 0) :
    inverseMass g V (-1) < 0 ↔ gap g V < kaneEnergy g V := by
  obtain ⟨_, hG, _, hm⟩ := inverseMass_kane g hV
  have hpos : 0 < gap g V := by
    rw [hG]; have := abs_pos.mpr hV; linarith
  rw [hm, sub_neg, one_lt_div hpos]
```

## The parabola as an upper bound

The effective-mass approximation replaces the upper band by its parabola at k = 0. The error has a definite sign. Let t = 2g²k²/|V|, which is nonnegative. Then

(|V| + t)² = V² + 4g²k² + t² ≥ s(k)²,

so s(k) ≤ |V| + t, and adding g² + k² gives

E₊(k) ≤ E₊(0) + (m/m*₊) k² for every k.

In the proof, `hS` is the bound on the root. `Real.sqrt_le_iff` reduces it to the comparison of squares above, and `nlinarith` closes that comparison with the square t² as a hint.

```lean
/-- At every wavevector the upper band lies on or below its effective-mass parabola. -/
theorem upper_band_le_parabola (g : ℝ) {V : ℝ} (hV : V ≠ 0) (k : ℝ) :
    band g V 1 k ≤ band g V 1 0 + inverseMass g V 1 * k ^ 2 := by
  have hpos : 0 < |V| := abs_pos.mpr hV
  have hm : inverseMass g V 1 = 1 + 2 * g ^ 2 / |V| := by
    rw [inverseMass, (band_curvature g hV 1).deriv]; ring
  have ht : |V| * (2 * g ^ 2 / |V| * k ^ 2) = 2 * g ^ 2 * k ^ 2 := by field_simp
  have ht0 : 0 ≤ 2 * g ^ 2 / |V| * k ^ 2 := by positivity
  -- completing the square bounds the root by its second-order expansion
  have hS : halfSplit g V k ≤ |V| + 2 * g ^ 2 / |V| * k ^ 2 := by
    unfold halfSplit
    refine Real.sqrt_le_iff.mpr ⟨by linarith, ?_⟩
    nlinarith [sq_nonneg (2 * g ^ 2 / |V| * k ^ 2), sq_abs V, ht]
  rw [hm]
  simp only [band, halfSplit_zero]
  linarith

end

end TwoWaveEffectiveMass
```

```lean
#print axioms TwoWaveEffectiveMass.edgeState_eigen
#print axioms TwoWaveEffectiveMass.inverseMass_kane
#print axioms TwoWaveEffectiveMass.lower_mass_neg_iff
#print axioms TwoWaveEffectiveMass.upper_band_le_parabola
```

```
'TwoWaveEffectiveMass.edgeState_eigen' depends on axioms: [propext, Classical.choice, Quot.sound]
'TwoWaveEffectiveMass.inverseMass_kane' depends on axioms: [propext, Classical.choice, Quot.sound]
'TwoWaveEffectiveMass.lower_mass_neg_iff' depends on axioms: [propext, Classical.choice, Quot.sound]
'TwoWaveEffectiveMass.upper_band_le_parabola' depends on axioms: [propext, Classical.choice, Quot.sound]
```

## Extracting the mass from computed bands

A band-structure calculation gives energies at discrete wavevectors, and a common way to obtain the mass is a second difference with step h:

[E₊(h) − 2E₊(0) + E₊(−h)] / h².

In this two-wave model the upper band is even in k and lies on or below its parabola, so the second difference never exceeds the true curvature, and the mass obtained from it is never too light. With g = 1 and V = −0.2 the exact curvature is 22. For h = 0.1 the energy is E₊(0.1) = 1.01 + √0.08 ≈ 1.2928, and the difference gives about 18.6. For h = 0.01 it gives about 21.95. The step has to be small compared with |V|/(2|g|), here 0.1, the wavevector at which the two terms under the root are equal; a narrow gap therefore calls for a fine grid.

A code that has the eigenstates at the band edge can avoid the difference altogether. It evaluates momentum matrix elements, squares them and divides by energy differences. For a nondegenerate band and a local potential without spin–orbit coupling, the result is a sum over all other bands, added to the free-electron value 1. If the potential is nonlocal, the velocity operator replaces the momentum, and the value 1 is also corrected by the second k-derivative of the nonlocal part. In the two-wave model the sum has a single term, E_P/E_g for the upper band and −E_P/E_g for the lower.
